# Projected onto high-spin states, direct exchange between two ions is a Heisenberg coupling with the mean of the orbital-pair couplings

Ion $A$ has two singly occupied orbitals with spins $\mathbf s_1,\mathbf s_2$, and ion $B$ has one, with spin $\mathbf s_3$. The direct exchange is $H=J_1\,\mathbf s_1\cdot\mathbf s_3+J_2\,\mathbf s_2\cdot\mathbf s_3$. I was told to replace it by $\tfrac12(J_1+J_2)\,\mathbf S_A\cdot\mathbf s_3$ when $A$ is high spin. But for $J_2=-J_1$ that gives zero, although both electrons of $A$ are coupled to $B$. Is the mean only good for similar couplings, and what happens to their difference?

## The difference only leads out of the high-spin space

Within the high-spin space, that is, to first order in $H$, the mean holds for any real couplings. Write

$$H=\tfrac{J_1+J_2}{2}(\mathbf s_1+\mathbf s_2)\cdot\mathbf s_3+\tfrac{J_1-J_2}{2}(\mathbf s_1-\mathbf s_2)\cdot\mathbf s_3 .$$

The second term changes sign when spins 1 and 2 are swapped, so it takes the triplet of $A$ to the singlet, and projection removes it.

In general, let $A$ and $B$ carry $n_A,n_B\ge1$ spins 1/2, with $H=\sum_{ab}J_{ab}\,\mathbf s_a\cdot\mathbf s_b$. Let $P$ be the average of the operators $U$ that permute spins within $A$ and within $B$.

1. Multiplying by one such $U$ only reorders the average, so $UP=PU=P$.
2. Dirac's identity, for $i\ne j$, is $\mathbf s_i\cdot\mathbf s_j=\tfrac12X_{ij}-\tfrac14$, with $X_{ij}$ the swap: it gives $\tfrac14$ on the triplet and $-\tfrac34$ on the singlet. Hence $U\,\mathbf s_i\cdot\mathbf s_j=\mathbf s_{\pi(i)}\cdot\mathbf s_{\pi(j)}\,U$ for the permutation $\pi$ of $U$.
3. Choose $U$ to move $(a,b)$ to a fixed pair $(a_0,b_0)$. Then
$$P\,\mathbf s_a\cdot\mathbf s_b\,P=PU\,\mathbf s_a\cdot\mathbf s_b\,P=P\,\mathbf s_{a_0}\cdot\mathbf s_{b_0}\,UP=P\,\mathbf s_{a_0}\cdot\mathbf s_{b_0}\,P=:D .$$
4. Summing gives $PHP=(\sum_{ab} J_{ab})D$ and $P\,\mathbf S_A\cdot\mathbf S_B\,P=n_An_B\,D$.
5. With all spins along $+x$, every amplitude is equal ($2^{-(n_A+n_B)/2}$ when normalised), and $D$ gives $\tfrac14$. So $D\ne0$, and $PHP=c\,P\,\mathbf S_A\cdot\mathbf S_B\,P$ forces
$$c=\frac{\sum_{ab} J_{ab}}{n_An_B}=\frac{\sum_{ab} J_{ab}}{4S_AS_B},\qquad S_A=\tfrac{n_A}{2},\quad S_B=\tfrac{n_B}{2}.$$

The states kept by $P$ are high spin: with $\mathbf s_i\cdot\mathbf s_i=\tfrac34$ and $\mathbf s_i\cdot\mathbf s_j\,P=\tfrac14P$ within $A$,
$$\mathbf S_A^2P=\left[\tfrac34n_A+\tfrac14n_A(n_A-1)\right]P=S_A(S_A+1)P,$$
and likewise for $B$. Conversely, $P$ keeps every state in which both ions are high spin: no $X_{ij}$ exceeds 1, so $\mathbf S_A^2$ reaches $S_A(S_A+1)$ only if every swap within $A$ leaves the state unchanged, and the same holds for $B$. So $P$ projects onto the whole high-spin space; this converse is not part of the Lean code.

## What the Lean theorems say

The finite types `A` and `B` label the singly occupied orbitals. A `State` assigns a complex amplitude to each configuration, with 0 for up and 1 for down. `spin` uses half the Pauli matrices, so $\hbar=1$; `totalDot` is the product of total spins, `proj A B` is $P$, and `ionSpin` is half the number of spins. `exchange J` counts each pair once with a plus sign, so positive $c$ is antiferromagnetic. The theorems allow either sign of $J_{ab}$, whereas the Coulomb exchange integral $K_{ab}\ge0$ of two orthogonal orbitals alone gives $J_{ab}=-2K_{ab}\le0$.

`effective_heisenberg` says that, for nonempty ions, the projected operators agree with real factor $c$ if and only if $c$ is the mean coupling. `effective_heisenberg_ionSpin` writes that mean with $4S_AS_B$. If an ion were empty, both operators would vanish and every $c$ would do.

The step left to physics is that Hund's coupling is strong enough for corrections beyond first order in $H$ to be small against $PHP$. When the mean vanishes, as for $J_2=-J_1$ in the question, $PHP$ is zero and any splitting of the high-spin states comes from those corrections.

```lean
import Mathlib

open Equiv Function

namespace DirectExchange

noncomputable section

variable {ι X Y A B : Type*} [DecidableEq ι] [Fintype X] [Fintype Y]
  [Fintype A] [Fintype B] [DecidableEq A] [DecidableEq B]

/-- A state of spins 1/2 on the sites `ι`: one amplitude per up/down configuration. -/
abbrev State (ι : Type*) := (ι → Fin 2) → ℂ

/-- The three spin-1/2 matrices, half the Pauli matrices. -/
def halfPauli : Fin 3 → Matrix (Fin 2) (Fin 2) ℂ :=
  ![!![0, 1/2; 1/2, 0], !![0, -Complex.I/2; Complex.I/2, 0], !![1/2, 0; 0, -1/2]]

/-- The component `k` of the spin operator of site `i`. -/
def spin (i : ι) (k : Fin 3) : Module.End ℂ (State ι) where
  toFun ψ c := ∑ t, halfPauli k (c i) t * ψ (update c i t)
  map_add' ψ φ := by
    funext c
    simp only [Pi.add_apply, mul_add, Finset.sum_add_distrib]
  map_smul' r ψ := by
    funext c
    simp only [Pi.smul_apply, smul_eq_mul, RingHom.id_apply, Finset.mul_sum, mul_left_comm]

/-- The scalar product `s_i · s_j` of two site spins. -/
def dot (i j : ι) : Module.End ℂ (State ι) := ∑ k, spin i k * spin j k

/-- The scalar product of the total spins of the sites `f x` and of the sites `g y`. -/
def totalDot (f : X → ι) (g : Y → ι) : Module.End ℂ (State ι) :=
  ∑ k, (∑ x, spin (f x) k) * ∑ y, spin (g y) k

/-- The operator that permutes the sites. -/
def permute (π : Perm ι) : Module.End ℂ (State ι) where
  toFun ψ c := ψ (c ∘ π)
  map_add' _ _ := rfl
  map_smul' _ _ := rfl

/-- The average `P` over all permutations within ion `A` and within ion `B`. -/
def proj (A B : Type*) [Fintype A] [Fintype B] [DecidableEq A] [DecidableEq B] :
    Module.End ℂ (State (A ⊕ B)) :=
  (Fintype.card (Perm A × Perm B) : ℂ)⁻¹ •
    ∑ g : Perm A × Perm B, permute (Perm.sumCongr g.1 g.2)

/-- The direct-exchange operator `∑ J_ab s_a · s_b` between the two ions. -/
def exchange (J : A → B → ℝ) : Module.End ℂ (State (A ⊕ B)) :=
  ∑ a, ∑ b, (J a b : ℂ) • dot (Sum.inl a) (Sum.inr b)

/-- Half the number of spins 1/2 of an ion. -/
def ionSpin (X : Type*) [Fintype X] : ℝ := Fintype.card X / 2

/-- Dirac's exchange identity: for two different sites, `s_i · s_j` is half the swap of
the two spins minus one quarter. -/
theorem dirac_exchange {i j : ι} (h : i ≠ j) :
    dot i j = (1/2 : ℂ) • permute (swap i j) - (1/4 : ℂ) • 1 := by
  -- the completeness relation of the Pauli matrices
  have key : ∀ (p q : Fin 2) (F : Fin 2 → Fin 2 → ℂ),
      ∑ k, ∑ t, halfPauli k p t * ∑ u, halfPauli k q u * F t u
        = 1/2 * F q p - 1/4 * F p q := by
    intro p q F
    fin_cases p <;> fin_cases q <;>
      simp [halfPauli, Fin.sum_univ_three, Fin.sum_univ_two]
    · linear_combination (F 1 1 / 4) * Complex.I_sq
    · linear_combination (-F 1 0 / 4) * Complex.I_sq
    · linear_combination (-F 0 1 / 4) * Complex.I_sq
    · linear_combination (F 0 0 / 4) * Complex.I_sq
  refine LinearMap.ext fun ψ => funext fun c => ?_
  have hs : c ∘ swap i j = update (update c i (c j)) j (c i) := by
    funext x
    by_cases hj : x = j
    · simp [hj]
    · by_cases hi : x = i
      · simp [hi, h]
      · simp [hi, hj, swap_apply_of_ne_of_ne hi hj]
  have e := key (c i) (c j) (fun t u => ψ (update (update c i t) j u))
  simp only [update_eq_self] at e
  change _ = (1/2 : ℂ) * ψ (c ∘ swap i j) - (1/4 : ℂ) * ψ c
  rw [hs]
  refine Eq.trans ?_ e
  rw [dot, LinearMap.sum_apply, Finset.sum_apply]
  refine Finset.sum_congr rfl fun k _ => ?_
  change ∑ t, halfPauli k (c i) t * ∑ u, halfPauli k (update c i t j) u *
    ψ (update (update c i t) j u) = _
  simp only [update_of_ne h.symm]

/-- The squared spin of a single site is `3/4`. -/
theorem dot_self (i : ι) : dot i i = (3/4 : ℂ) • 1 := by
  have key : ∀ (p : Fin 2) (F : Fin 2 → ℂ),
      ∑ k, ∑ t, halfPauli k p t * ∑ u, halfPauli k t u * F u = 3/4 * F p := by
    intro p F
    fin_cases p <;> simp [halfPauli, Fin.sum_univ_three, Fin.sum_univ_two]
    · linear_combination (-F 0 / 4) * Complex.I_sq
    · linear_combination (-F 1 / 4) * Complex.I_sq
  refine LinearMap.ext fun ψ => funext fun c => ?_
  have e := key (c i) (fun u => ψ (update c i u))
  simp only [update_eq_self] at e
  refine Eq.trans ?_ e
  rw [dot, LinearMap.sum_apply, Finset.sum_apply]
  refine Finset.sum_congr rfl fun k _ => ?_
  change ∑ t, halfPauli k (c i) t * ∑ u, halfPauli k (update c i t i) u *
    ψ (update (update c i t) i u) = _
  simp only [update_self, update_idem]

/-- Permuting the sites carries `s_i · s_j`, for different sites, to the permuted sites. -/
theorem permute_mul_dot (π : Perm ι) {i j : ι} (h : i ≠ j) :
    permute π * dot i j = dot (π i) (π j) * permute π := by
  have hs : π * swap i j = swap (π i) (π j) * π :=
    Equiv.ext fun x => by simp [swap_apply_def, apply_ite π]
  have hU : permute π * permute (swap i j) = permute (swap (π i) (π j)) * permute π :=
    congrArg permute hs
  simp only [dirac_exchange h, dirac_exchange (π.injective.ne h), mul_sub, sub_mul,
    mul_smul_comm, smul_mul_assoc, mul_one, one_mul, hU]

/-- `P` absorbs every permutation within the ions, from the left and from the right. -/
theorem proj_absorbs (σ : Perm A) (τ : Perm B) :
    permute (Perm.sumCongr σ τ) * proj A B = proj A B ∧
      proj A B * permute (Perm.sumCongr σ τ) = proj A B := by
  have hm : ∀ π ρ : Perm (A ⊕ B), permute π * permute ρ = permute (π * ρ) :=
    fun _ _ => rfl
  constructor
  · rw [proj, mul_smul_comm, Finset.mul_sum]
    congr 1
    refine Fintype.sum_equiv (Equiv.mulLeft (σ, τ)) _ _ fun g => ?_
    rw [hm, Perm.sumCongr_mul]
    rfl
  · rw [proj, smul_mul_assoc, Finset.sum_mul]
    congr 1
    refine Fintype.sum_equiv (Equiv.mulRight (σ, τ)) _ _ fun g => ?_
    rw [hm, Perm.sumCongr_mul]
    rfl

/-- The scalar product of two total spins is the sum over all pairs of sites. -/
theorem totalDot_eq (f : X → ι) (g : Y → ι) :
    totalDot f g = ∑ x, ∑ y, dot (f x) (g y) := by
  simp only [totalDot, dot, Finset.sum_mul_sum]
  rw [Finset.sum_comm]
  exact Finset.sum_congr rfl fun x _ => Finset.sum_comm

/-- If the image of `Q` is symmetric under swaps of the distinct sites `f x`, their total
spin obeys `S² Q = S (S + 1) Q` with `S` half the number of sites. -/
theorem spin_sq_of_symmetric (f : X → ι) (hf : Injective f) (Q : Module.End ℂ (State ι))
    (hQ : ∀ x y, permute (swap (f x) (f y)) * Q = Q) :
    totalDot f f * Q = ((ionSpin X * (ionSpin X + 1) : ℝ) : ℂ) • Q := by
  classical
  have hd : ∀ x y, dot (f x) (f y) * Q = ((1/4 : ℂ) + if x = y then 1/2 else 0) • Q := by
    intro x y
    by_cases h : x = y
    · rw [h, dot_self, smul_mul_assoc, one_mul, if_pos rfl]
      norm_num
    · rw [dirac_exchange (hf.ne h), sub_mul, smul_mul_assoc, smul_mul_assoc, hQ,
        one_mul, if_neg h]
      module
  rw [totalDot_eq]
  simp only [Finset.sum_mul, hd, ← Finset.sum_smul]
  congr 1
  simp [Finset.sum_add_distrib, ionSpin]
  ring

/-- Both ions are high spin after projection: `S² P = S (S + 1) P` for each ion, with `S`
half its number of spins. -/
theorem proj_high_spin :
    totalDot Sum.inl Sum.inl * proj A B
        = ((ionSpin A * (ionSpin A + 1) : ℝ) : ℂ) • proj A B ∧
      totalDot Sum.inr Sum.inr * proj A B
        = ((ionSpin B * (ionSpin B + 1) : ℝ) : ℂ) • proj A B := by
  constructor
  · refine spin_sq_of_symmetric _ Sum.inl_injective _ fun x y => ?_
    rw [← Perm.sumCongr_swap_one]
    exact (proj_absorbs _ _).1
  · refine spin_sq_of_symmetric _ Sum.inr_injective _ fun x y => ?_
    rw [← Perm.sumCongr_one_swap]
    exact (proj_absorbs _ _).1

/-- After projection only the sum of the couplings matters: every pair of sites
contributes the same operator as a chosen pair `a₀`, `b₀`. -/
theorem projected_exchange (J : A → B → ℝ) (a₀ : A) (b₀ : B) :
    proj A B * exchange J * proj A B = ((∑ a, ∑ b, J a b : ℝ) : ℂ) •
      (proj A B * dot (Sum.inl a₀) (Sum.inr b₀) * proj A B) := by
  have pair : ∀ a b, proj A B * dot (Sum.inl a) (Sum.inr b) * proj A B
      = proj A B * dot (Sum.inl a₀) (Sum.inr b₀) * proj A B := by
    intro a b
    -- insert the permutation that moves the pair (a, b) to (a₀, b₀)
    have h := permute_mul_dot (Perm.sumCongr (swap a a₀) (swap b b₀))
      (Sum.inl_ne_inr (a := a) (b := b))
    simp only [Perm.sumCongr_apply, Sum.map_inl, Sum.map_inr, swap_apply_left] at h
    obtain ⟨hl, hr⟩ := proj_absorbs (swap a a₀) (swap b b₀)
    generalize permute (Perm.sumCongr (swap a a₀) (swap b b₀)) = U at h hl hr
    calc proj A B * dot (Sum.inl a) (Sum.inr b) * proj A B
        = proj A B * U * dot (Sum.inl a) (Sum.inr b) * proj A B := by rw [hr]
      _ = proj A B * dot (Sum.inl a₀) (Sum.inr b₀) * (U * proj A B) := by
        rw [mul_assoc (proj A B) U, h]
        simp only [mul_assoc]
      _ = _ := by rw [hl]
  simp only [exchange, Finset.mul_sum, Finset.sum_mul, mul_smul_comm, smul_mul_assoc, pair,
    Complex.ofReal_sum, Finset.sum_smul]

/-- For two ions with at least one spin each, the projected direct exchange equals
`c P (S_A · S_B) P` exactly when `c` is the mean of the couplings `J_ab`. -/
theorem effective_heisenberg [Nonempty A] [Nonempty B] (J : A → B → ℝ) (c : ℝ) :
    proj A B * exchange J * proj A B
        = (c : ℂ) • (proj A B * totalDot Sum.inl Sum.inr * proj A B) ↔
      c = (∑ a, ∑ b, J a b) / (Fintype.card A * Fintype.card B) := by
  obtain ⟨a₀⟩ := ‹Nonempty A›
  obtain ⟨b₀⟩ := ‹Nonempty B›
  have hN : (Fintype.card A * Fintype.card B : ℝ) ≠ 0 :=
    mul_ne_zero (Nat.cast_ne_zero.mpr (Fintype.card_pos_iff.mpr ⟨a₀⟩).ne')
      (Nat.cast_ne_zero.mpr (Fintype.card_pos_iff.mpr ⟨b₀⟩).ne')
  -- the state with equal amplitudes shows that the projected operator is not zero
  have hu : ∀ π : Perm (A ⊕ B), permute π (fun _ => 1) = fun _ => 1 := fun _ => rfl
  have hP : proj A B (fun _ => 1) = fun _ => 1 := by
    rw [proj, LinearMap.smul_apply, LinearMap.sum_apply,
      Finset.sum_congr rfl fun g _ => hu _, Finset.sum_const, Finset.card_univ,
      ← Nat.cast_smul_eq_nsmul ℂ, smul_smul,
      inv_mul_cancel₀ (Nat.cast_ne_zero.mpr Fintype.card_ne_zero), one_smul]
  have hd : dot (Sum.inl a₀) (Sum.inr b₀) (fun _ => 1)
      = (1/4 : ℂ) • (fun _ => 1 : State (A ⊕ B)) := by
    rw [dirac_exchange Sum.inl_ne_inr, LinearMap.sub_apply, LinearMap.smul_apply,
      LinearMap.smul_apply, hu, Module.End.one_apply]
    module
  -- S_A · S_B is the exchange operator with all couplings equal to one
  have h1 : totalDot (Sum.inl : A → A ⊕ B) Sum.inr = exchange (fun _ _ => 1) := by
    simp only [totalDot_eq, exchange, Complex.ofReal_one, one_smul]
  have h2 : ∑ _a : A, ∑ _b : B, (1 : ℝ) = Fintype.card A * Fintype.card B := by simp
  rw [h1, projected_exchange J a₀ b₀, projected_exchange _ a₀ b₀, h2, smul_smul]
  generalize (Fintype.card A * Fintype.card B : ℝ) = N at hN ⊢
  generalize ∑ a, ∑ b, J a b = S
  constructor
  · intro h
    have e := congrArg (fun T : Module.End ℂ (State (A ⊕ B)) => T (fun _ => 1) (fun _ => 0)) h
    simp only [LinearMap.smul_apply, Module.End.mul_apply, hP, hd, map_smul, Pi.smul_apply,
      smul_eq_mul] at e
    have e' : (S : ℂ) = c * N := by linear_combination 4 * e
    rw [eq_div_iff hN]
    exact_mod_cast e'.symm
  · rintro rfl
    rw [← Complex.ofReal_mul, div_mul_cancel₀ _ hN]

/-- The same coupling in terms of the ion spins, for ions with at least one spin each:
`c = (∑ J_ab) / (4 S_A S_B)`. -/
theorem effective_heisenberg_ionSpin [Nonempty A] [Nonempty B] (J : A → B → ℝ) (c : ℝ) :
    proj A B * exchange J * proj A B
        = (c : ℂ) • (proj A B * totalDot Sum.inl Sum.inr * proj A B) ↔
      c = (∑ a, ∑ b, J a b) / (4 * ionSpin A * ionSpin B) := by
  have h : 4 * ionSpin A * ionSpin B = Fintype.card A * Fintype.card B := by
    unfold ionSpin
    ring
  rw [h]
  exact effective_heisenberg J c

end

end DirectExchange
```

```lean
#print axioms DirectExchange.proj_high_spin
#print axioms DirectExchange.effective_heisenberg
#print axioms DirectExchange.effective_heisenberg_ionSpin
```

```
'DirectExchange.proj_high_spin' depends on axioms: [propext, Classical.choice, Quot.sound]
'DirectExchange.effective_heisenberg' depends on axioms: [propext, Classical.choice, Quot.sound]
'DirectExchange.effective_heisenberg_ionSpin' depends on axioms: [propext, Classical.choice, Quot.sound]
```

## From the Pauli matrices to the unique coupling

`dirac_exchange` and `dot_self` check the matrix entries case by case, using $i^2=-1$. `permute_mul_dot` is step 2, and `proj_absorbs` is step 1, by reindexing the group sum. `totalDot_eq` expands total spins into pairs; `spin_sq_of_symmetric` then does the high-spin count, which `proj_high_spin` applies to each ion.

The `calc` block in `projected_exchange` is step 3. `effective_heisenberg` treats $\mathbf S_A\cdot\mathbf S_B$ as exchange with all couplings one, then compares both sides on the equal-amplitude state, taken unnormalised with amplitudes 1.

## Without the left projection, and with five d electrons per ion

Take $J_1=-J_2=J\neq0$ and drop the left $P$. Then
$$HP\,|{\uparrow\uparrow\downarrow}\rangle=\tfrac J2\big(|{\downarrow\uparrow\uparrow}\rangle-|{\uparrow\downarrow\uparrow}\rangle\big),$$
which is antisymmetric in spins 1 and 2, while $\mathbf S_A\cdot\mathbf s_3\,P$ gives a nonzero symmetric state. No $c$ makes them equal.

For two high-spin $d^5$ ions there are 25 coefficients $J_{ab}$ of $\mathbf s_a\cdot\mathbf s_b$. The Heisenberg model $c\,\mathbf S_A\cdot\mathbf S_B$ for two spins 5/2 takes their sum divided by 25, to first order in the exchange and with one electron fixed in each orbital. Orbital-pair couplings that a code defines for unit spin vectors must first be converted to this convention. If only one pair is coupled, with coupling $J$, the ions couple with $J/25$.
